# On N periodic lattice sites, adsorbates with m-site shadows leave a mean clean fraction (1 − c)^m at independent occupation probability c, and any n of them leave at least 1 − mn/N

A helium beam reflects specularly from a flat crystal surface. Each adsorbed molecule scatters atoms out of the specular beam over an area that can be much larger than the molecule itself. Where these areas overlap, together they cover less of the surface than the sum of their sizes. How much of the surface remains undisturbed?

Let the surface be a finite abelian group $G$ of $N$ sites, for instance a rectangular lattice patch with periodic boundaries. The group operation adds lattice displacements.

In Lean 4 with Mathlib:

```lean
import Mathlib

namespace HeliumSpecularAttenuation

noncomputable section

variable {G : Type*} [AddCommGroup G] [Fintype G] [DecidableEq G]
```

## Shadows and the clean fraction

Every adsorbate has the same shadow shape, a set $S\subseteq G$ with $m$ elements. An adsorbate at $a$ shadows the translate $a+S=\{a+s : s\in S\}$.

```lean
/-- The sites shadowed by an adsorbate at `a`: the translate by `a` of the shadow shape `S`. -/
def shadow (S : Finset G) (a : G) : Finset G := S.image (fun s => a + s)
```

A configuration is a finite set $A$ of occupied sites, so no site holds two adsorbates. Its clean sites lie in none of the shadows.

```lean
/-- The sites that lie in the shadow of no adsorbate of the configuration `A`. -/
def clean (S A : Finset G) : Finset G :=
  Finset.univ.filter (fun x => ∀ a ∈ A, x ∉ shadow S a)
```

The clean fraction is their number divided by $N$. Reading it as the relative specular intensity is a model assumption: a shadowed site contributes nothing, and every clean site contributes the same intensity, without interference. If the clean sites instead contributed equal amplitudes in phase, the relative intensity would be the square of the clean fraction.

```lean
/-- The fraction of all surface sites that is left unshadowed by the configuration `A`. -/
def cleanFraction (S A : Finset G) : ℝ := ((clean S A).card : ℝ) / Fintype.card G
```

## Independent occupation

If each site is occupied independently with probability $c$, a configuration has probability $c^{|A|}(1-c)^{N-|A|}$. In the code, `Aᶜ` is the complement of `A`, the set of empty sites.

```lean
/-- The weight of the configuration `A` when each site is occupied independently
with probability `c`. -/
def weight (c : ℝ) (A : Finset G) : ℝ := c ^ A.card * (1 - c) ^ (Aᶜ).card
```

The mean of an observable $f$ is the weighted sum over all $2^N$ configurations. In the code $c$ is any real number; the sum is a probabilistic mean when $0\le c\le 1$.

```lean
/-- The mean of an observable `f` over all configurations at occupation probability `c`. -/
def mean (c : ℝ) (f : Finset G → ℝ) : ℝ := ∑ A : Finset G, weight c A * f A
```

All sites of a set $T$ are empty exactly when $A\subseteq G\setminus T$. Each such configuration carries the common factor $(1-c)^{|T|}$, and the binomial theorem sums the rest:
$$(1-c)^{|T|}\sum_{A\subseteq G\setminus T}c^{|A|}(1-c)^{N-|T|-|A|}=(1-c)^{|T|}\,(c+1-c)^{N-|T|}=(1-c)^{|T|}.$$
In the proof, `key` extracts the factor and `Finset.sum_pow_mul_eq_add_pow` is the binomial theorem.

```lean
omit [AddCommGroup G] in
/-- Under independent occupation, all sites of a given set `T` are empty with
probability `(1 - c) ^ |T|`. -/
theorem mean_empty_region (c : ℝ) (T : Finset G) :
    mean c (fun A => if Disjoint A T then 1 else 0) = (1 - c) ^ T.card := by
  have h : Finset.univ.filter (fun A : Finset G => Disjoint A T) = (Tᶜ).powerset := by
    ext A
    simp only [Finset.mem_filter, Finset.mem_univ, true_and, Finset.mem_powerset,
      Finset.disjoint_left, Finset.subset_iff, Finset.mem_compl]
  -- the empty sites of `T` contribute a common factor
  have key : ∀ A ∈ (Tᶜ).powerset, weight c A =
      (1 - c) ^ T.card * (c ^ A.card * (1 - c) ^ ((Tᶜ).card - A.card)) := by
    intro A hA
    have h0 := Finset.card_le_card (Finset.mem_powerset.1 hA)
    have h1 := Finset.card_add_card_compl A
    have h2 := Finset.card_add_card_compl T
    have h3 : (Aᶜ).card = T.card + ((Tᶜ).card - A.card) := by omega
    rw [weight, h3, pow_add]
    ring
  simp only [mean, mul_ite, mul_one, mul_zero]
  rw [← Finset.sum_filter, h, Finset.sum_congr rfl key, ← Finset.mul_sum,
    Finset.sum_pow_mul_eq_add_pow]
  simp
```

Taking $T=\varnothing$ gives normalisation.

```lean
omit [AddCommGroup G] in
/-- The weights of all configurations add up to one. -/
theorem mean_one (c : ℝ) : mean c (fun _ : Finset G => 1) = 1 := by
  simpa using mean_empty_region c (∅ : Finset G)
```

Now look from the site instead of the adsorbate. A site $x$ is shadowed by $a$ when $x=a+s$ for some $s\in S$, that is, when $a=x-s$. So $x$ is clean exactly when all sites $x-s$ are empty.

```lean
/-- A site `x` is unshadowed exactly when none of the sites `x - s`, with `s` in the
shadow shape, is occupied. -/
theorem mem_clean_iff (S A : Finset G) (x : G) :
    x ∈ clean S A ↔ Disjoint A (S.image (fun s => x - s)) := by
  rw [clean, Finset.mem_filter, Finset.disjoint_left]
  constructor
  · intro h a ha hx
    obtain ⟨s, hs, e⟩ := Finset.mem_image.1 hx
    exact h.2 a ha (Finset.mem_image.2 ⟨s, hs, (sub_eq_iff_eq_add.1 e).symm⟩)
  · intro h
    refine ⟨Finset.mem_univ x, fun a ha hx => ?_⟩
    obtain ⟨s, hs, e⟩ := Finset.mem_image.1 hx
    exact h ha (Finset.mem_image.2 ⟨s, hs, sub_eq_iff_eq_add.2 e.symm⟩)
```

These sites are $m$ in number, because $s\mapsto x-s$ is injective. Each site is therefore clean with probability $(1-c)^m$. Exchanging the sums over configurations and sites gives
$$\langle\text{clean fraction}\rangle=\frac1N\sum_{x\in G}(1-c)^m=(1-c)^m.$$
In the code, `hf` writes the clean fraction as a sum of indicators, `hS` counts the sites $x-s$, and `Finset.sum_comm` makes the exchange.

```lean
/-- Independent occupation with probability `c` leaves the mean unshadowed fraction
`(1 - c) ^ m`, where `m` is the number of sites in one shadow. -/
theorem mean_cleanFraction (c : ℝ) (S : Finset G) :
    mean c (cleanFraction S) = (1 - c) ^ S.card := by
  have hN : (Fintype.card G : ℝ) ≠ 0 := Nat.cast_ne_zero.2 Fintype.card_ne_zero
  have hf : ∀ A, cleanFraction S A =
      (∑ x : G, if Disjoint A (S.image (fun s => x - s)) then (1 : ℝ) else 0)
        / Fintype.card G := by
    intro A
    have h : clean S A =
        Finset.univ.filter (fun x => Disjoint A (S.image (fun s => x - s))) := by
      ext x
      rw [mem_clean_iff, Finset.mem_filter]
      simp only [Finset.mem_univ, true_and]
    rw [cleanFraction, h, Finset.sum_boole]
  have hS : ∀ x : G, (S.image (fun s => x - s)).card = S.card := fun x =>
    Finset.card_image_of_injective _ (fun s t h => by simpa using h)
  -- exchange the average over configurations with the average over sites
  calc mean c (cleanFraction S)
      = (∑ x : G, mean c (fun A => if Disjoint A (S.image (fun s => x - s)) then 1 else 0))
          / Fintype.card G := by
        simp only [mean, hf]
        rw [Finset.sum_comm, Finset.sum_div]
        refine Finset.sum_congr rfl (fun A _ => ?_)
        rw [← Finset.mul_sum, mul_div_assoc]
    _ = (1 - c) ^ S.card := by
        simp only [mean_empty_region, hS]
        rw [Finset.sum_const, Finset.card_univ, nsmul_eq_mul, mul_div_cancel_left₀ _ hN]
```

Bernoulli's inequality, $(1+u)^m\ge 1+mu$ with $u=-c$, gives the linear lower bound $1-mc$ for $c\le1$.

```lean
/-- For an occupation probability `c ≤ 1`, the mean unshadowed fraction is at least
`1 - m c`, where `m` is the number of sites in one shadow. -/
theorem le_mean_cleanFraction (c : ℝ) (hc : c ≤ 1) (S : Finset G) :
    1 - S.card * c ≤ mean c (cleanFraction S) := by
  have h := one_add_mul_le_pow (a := -c) (by linarith) S.card
  rw [← sub_eq_add_neg] at h
  rw [mean_cleanFraction]
  linarith
```

The derivative of $(1-c)^m$ at $c=0$ is $-m$. If sites are occupied independently and the relative intensity is taken to be the clean fraction, the magnitude of the initial slope of the attenuation curve is thus the number of sites in one shadow.

```lean
/-- At zero coverage the mean unshadowed fraction falls with slope `-m` in the occupation
probability, where `m` is the number of sites in one shadow. -/
theorem hasDerivAt_mean_cleanFraction (S : Finset G) :
    HasDerivAt (fun c => mean c (cleanFraction S)) (-(S.card : ℝ)) 0 := by
  simp only [mean_cleanFraction]
  have h := ((hasDerivAt_id' (0 : ℝ)).const_sub 1).fun_pow S.card
  exact h.congr_deriv (by simp)
```

## Arbitrary arrangements

Real adsorbates attract or repel one another, so fix any configuration of $n=|A|$ adsorbates, with no probability involved. Translation is injective, so each shadow has $m$ sites.

```lean
omit [Fintype G] in
/-- Every adsorbate shadows the same number of sites. -/
theorem card_shadow (S : Finset G) (a : G) : (shadow S a).card = S.card :=
  Finset.card_image_of_injective _ (fun s t h => by simpa using h)
```

The clean sites are the complement of the union of shadows, so
$$\text{clean fraction}=1-\frac1N\Bigl|\bigcup_{a\in A}(a+S)\Bigr|.$$

```lean
/-- The unshadowed fraction is one minus the fraction of sites in the union of all shadows. -/
theorem cleanFraction_eq (S A : Finset G) :
    cleanFraction S A = 1 - ((A.biUnion (shadow S)).card : ℝ) / Fintype.card G := by
  have hN : (Fintype.card G : ℝ) ≠ 0 := Nat.cast_ne_zero.2 Fintype.card_ne_zero
  have h : clean S A = (A.biUnion (shadow S))ᶜ := by
    ext x
    simp [clean]
  have h' : ((A.biUnion (shadow S)).card : ℝ) + ((A.biUnion (shadow S))ᶜ).card
      = Fintype.card G := by
    exact_mod_cast Finset.card_add_card_compl (A.biUnion (shadow S))
  rw [cleanFraction, h, eq_sub_iff_add_eq, ← add_div, add_comm, h', div_self hN]
```

A union of $n$ sets of size $m$ has at most $mn$ elements. Hence at least $1-mn/N$ of the surface is clean, however the adsorbates are arranged. When $mn>N$ this bound is negative and says nothing.

```lean
/-- Any `n` distinct adsorbates, each shadowing `m` of the `N` sites, leave at least the
fraction `1 - m n / N` unshadowed. -/
theorem le_cleanFraction (S A : Finset G) :
    1 - (S.card : ℝ) * A.card / Fintype.card G ≤ cleanFraction S A := by
  have h := Finset.card_biUnion_le_card_mul A (shadow S) S.card
    (fun a _ => (card_shadow S a).le)
  rw [mul_comm] at h
  have h' : ((A.biUnion (shadow S)).card : ℝ) ≤ S.card * A.card := by exact_mod_cast h
  rw [cleanFraction_eq]
  gcongr
```

Equality means that the union has exactly $mn$ elements. Disjoint shadows achieve this, since their sizes add. Conversely, suppose a site $x$ lies in the shadows of two distinct adsorbates $a$ and $b$. Then $x$ can be removed from the shadow of $a$ without changing the union, which leaves
$$\Bigl|\bigcup_{d\in A}(d+S)\Bigr|\le m(n-1)+(m-1)<mn,$$
and equality fails. In the code `hsub` is the removal of $x$, `h1` to `h4` supply the counts, and `nlinarith` finds the contradiction. `PairwiseDisjoint` states that distinct adsorbates have disjoint shadows.

```lean
/-- The unshadowed fraction equals `1 - m n / N` exactly when the shadows of distinct
adsorbates are disjoint. -/
theorem cleanFraction_eq_iff (S A : Finset G) :
    cleanFraction S A = 1 - (S.card : ℝ) * A.card / Fintype.card G ↔
      (A : Set G).PairwiseDisjoint (shadow S) := by
  have hN : (Fintype.card G : ℝ) ≠ 0 := Nat.cast_ne_zero.2 Fintype.card_ne_zero
  rw [cleanFraction_eq, sub_right_inj, div_left_inj' hN]
  constructor
  · intro h a ha b hb hab
    have h' : (A.biUnion (shadow S)).card = S.card * A.card := by exact_mod_cast h
    change Disjoint (shadow S a) (shadow S b)
    rw [Finset.disjoint_left]
    intro x hxa hxb
    -- a doubly shadowed site `x` may be dropped from the shadow of `a`
    have hsub : A.biUnion (shadow S) ⊆
        (A.erase a).biUnion (shadow S) ∪ (shadow S a).erase x := by
      intro y hy
      obtain ⟨d, hd, hyd⟩ := Finset.mem_biUnion.1 hy
      rw [Finset.mem_union, Finset.mem_biUnion, Finset.mem_erase]
      by_cases hda : d = a
      · by_cases hyx : y = x
        · exact Or.inl ⟨b, Finset.mem_erase.2 ⟨hab.symm, hb⟩, by rw [hyx]; exact hxb⟩
        · exact Or.inr ⟨hyx, by rw [← hda]; exact hyd⟩
      · exact Or.inl ⟨d, Finset.mem_erase.2 ⟨hda, hd⟩, hyd⟩
    have h1 := (Finset.card_le_card hsub).trans (Finset.card_union_le _ _)
    have h2 := Finset.card_biUnion_le_card_mul (A.erase a) (shadow S) S.card
      (fun d _ => (card_shadow S d).le)
    have h3 := Finset.card_erase_lt_of_mem hxa
    rw [card_shadow] at h3
    have h4 := Finset.card_erase_add_one (Finset.mem_coe.1 ha)
    rw [← h4] at h'
    nlinarith
  · intro h
    have hc : (A.biUnion (shadow S)).card = ∑ a ∈ A, (shadow S a).card :=
      Finset.card_biUnion (by intro a ha b hb hab; exact h ha hb hab)
    rw [Finset.sum_congr rfl (fun a _ => card_shadow S a), Finset.sum_const,
      smul_eq_mul, mul_comm] at hc
    exact_mod_cast hc

end

end HeliumSpecularAttenuation
```

```lean
#print axioms HeliumSpecularAttenuation.mean_cleanFraction
-- 'HeliumSpecularAttenuation.mean_cleanFraction' depends on axioms: [propext, Classical.choice, Quot.sound]
#print axioms HeliumSpecularAttenuation.le_mean_cleanFraction
-- 'HeliumSpecularAttenuation.le_mean_cleanFraction' depends on axioms: [propext, Classical.choice, Quot.sound]
#print axioms HeliumSpecularAttenuation.le_cleanFraction
-- 'HeliumSpecularAttenuation.le_cleanFraction' depends on axioms: [propext, Classical.choice, Quot.sound]
#print axioms HeliumSpecularAttenuation.cleanFraction_eq_iff
-- 'HeliumSpecularAttenuation.cleanFraction_eq_iff' depends on axioms: [propext, Classical.choice, Quot.sound]
```
